# Charge conservation and the kernel of the Kerker preconditioner on a finite grid

In a self-consistent calculation on a large metallic cell, a little too much charge at one end of the input density produces a large electrostatic potential, because the Coulomb interaction is strongest at long wavelength. The electrons overreact, the output density has too much charge at the other end, and the iteration sloshes back and forth. Kerker mixing calms this by damping the long-wavelength part of the residual, the output density minus the input density, before adding it to the input. Two questions arise. Does the damping change the number of electrons? And can it hide a residual completely, so that the iteration stops at a density that is not self-consistent?

## The grid, the preconditioner and the mixing step

A density is a real vector \(x\) with one component \(x_i\) per grid point. The grid points form a finite type `n`, so a density has type `n → ℝ`. On a uniform grid the total charge is \(\sum_i x_i\), up to the constant volume per point; a non-uniform grid would need weights, which are not treated here.

```lean
import Mathlib

open Matrix

namespace KerkerPreconditioner

noncomputable section

variable {n : Type*} [Fintype n] [DecidableEq n]
```

The real matrix \(L\) plays the part of the negative Laplacian. With \(I\) the identity matrix and \(s\) a positive number, the preconditioner is
\[ P = L\,(L+sI)^{-1}. \]
The constant \(s\) stands for the square of an inverse screening length, the scale beyond which a metal screens a charge disturbance. It is a given parameter, not derived from the electronic structure.

```lean
/-- The Kerker preconditioner `L (L + s)⁻¹`, meant for `L + s` invertible. -/
def kerker (L : Matrix n n ℝ) (s : ℝ) : Matrix n n ℝ :=
  L * (L + s • (1 : Matrix n n ℝ))⁻¹
```

A mixing step takes \(x\) to \(x + a\,P\,R(x)\), where \(a\) is the mixing parameter and \(R\) the residual map. In Lean, `R` is an arbitrary function from densities to densities. It may therefore be nonlinear, as the Kohn–Sham residual is.

```lean
/-- One Kerker mixing step: the density `x` is corrected by `a` times the preconditioned
residual `R x`. -/
def kerkerStep (L : Matrix n n ℝ) (s a : ℝ) (R : (n → ℝ) → (n → ℝ)) (x : n → ℝ) : n → ℝ :=
  x + a • (kerker L s *ᵥ R x)
```

The hypothesis `L.PosSemidef` says that \(L\) is symmetric and that \(v\cdot Lv\ge 0\) for every \(v\). Some parts also assume \(L\mathbf 1=0\), where \(\mathbf 1\) is the vector with all components equal to one: a uniform density has no curvature. This suits periodic boundary conditions and fails for a Laplacian with zero boundary values.

## (a) The shifted operator on a vector

Show that for every vector \(v\)
\[ (L+sI)v = Lv+sv. \]

Distribute the product over the sum and use \(Iv=v\). The lemma needs no assumption on \(L\) or \(s\).

```lean
/-- The shifted operator `L + s` acts on a vector as `L v + s v`. -/
lemma shifted_mulVec (L : Matrix n n ℝ) (s : ℝ) (v : n → ℝ) :
    (L + s • (1 : Matrix n n ℝ)) *ᵥ v = L *ᵥ v + s • v := by
  rw [Matrix.add_mulVec, Matrix.smul_mulVec, Matrix.one_mulVec]
```

## (b) Nothing is lost under the shift

Let \(L\) be positive semidefinite and \(s>0\). Show that
\[ (L+sI)v=0 \;\Longrightarrow\; v=0. \]

Take the inner product of the equation with \(v\) and use (a):
\[ 0 = v\cdot Lv + s\,v\cdot v. \]
The first term is non-negative by hypothesis, and the second because \(v\cdot v=\sum_i v_i^2\). Both must vanish, and since \(s>0\) this gives \(v\cdot v=0\), so every \(v_i\) is zero.

In the proof, `congrArg` takes the inner product of both sides with `v`, and `nlinarith` draws the conclusion from the two signs.

```lean
/-- For positive semidefinite `L` and `s > 0`, the shifted operator `L + s` annihilates only
the zero vector. -/
theorem shifted_kernel_trivial {L : Matrix n n ℝ} {s : ℝ} (hL : L.PosSemidef) (hs : 0 < s)
    {v : n → ℝ} (hv : (L + s • (1 : Matrix n n ℝ)) *ᵥ v = 0) : v = 0 := by
  have hpos := hL.dotProduct_mulVec_nonneg v
  simp only [star_trivial] at hpos
  have hvv : 0 ≤ v ⬝ᵥ v := Finset.sum_nonneg fun i _ => mul_self_nonneg (v i)
  -- take the inner product of `L v + s v = 0` with `v`
  rw [shifted_mulVec] at hv
  have h := congrArg (fun w => v ⬝ᵥ w) hv
  simp only [dotProduct_add, dotProduct_smul, dotProduct_zero, smul_eq_mul] at h
  have hzero : v ⬝ᵥ v = 0 := by nlinarith
  exact dotProduct_self_eq_zero.mp hzero
```

## (c) A screened equation for the preconditioner

Under the same assumptions, show that
\[ (L+sI)\,P = L. \]

By (b) the square matrix \(L+sI\) has trivial kernel, so it is invertible. It also commutes with \(L\), since both products equal \(L^2+sL\). Hence
\[ (L+sI)\,L\,(L+sI)^{-1} = L\,(L+sI)(L+sI)^{-1} = L. \]
Applied to a residual \(r\), this says that \(y=Pr\) solves the screened Poisson-type equation \((L+sI)y=Lr\).

```lean
/-- For positive semidefinite `L` and `s > 0`, the preconditioner solves the screened
equation `(L + s) P = L`. -/
theorem shifted_mul_kerker {L : Matrix n n ℝ} {s : ℝ} (hL : L.PosSemidef) (hs : 0 < s) :
    (L + s • (1 : Matrix n n ℝ)) * kerker L s = L := by
  have hdet : IsUnit (L + s • (1 : Matrix n n ℝ)).det := by
    refine isUnit_iff_ne_zero.mpr fun h => ?_
    obtain ⟨v, hv0, hv⟩ := Matrix.exists_mulVec_eq_zero_iff.mpr h
    exact hv0 (shifted_kernel_trivial hL hs hv)
  have hcomm : (L + s • (1 : Matrix n n ℝ)) * L = L * (L + s • (1 : Matrix n n ℝ)) := by
    rw [add_mul, mul_add, smul_mul_assoc, mul_smul_comm, one_mul, mul_one]
  rw [kerker, ← mul_assoc, hcomm, mul_assoc, Matrix.mul_nonsing_inv _ hdet, mul_one]
```

The proof turns on `Matrix.exists_mulVec_eq_zero_iff`. Lean's matrix inverse is defined for every square matrix and returns zero for a singular one, so writing `⁻¹` establishes nothing. The cancellation lemma `Matrix.mul_nonsing_inv` asks for evidence that the determinant is a unit, which over the real numbers means that it is non-zero. Part (b), however, speaks about vectors and not about determinants. The Mathlib equivalence connects the two: a determinant is zero exactly when some non-zero vector is sent to zero. If the determinant of \(L+sI\) vanished, the equivalence would supply such a vector, and (b) would contradict it. An energy argument about \(v\cdot Lv\) thus becomes permission to cancel an inverse.

## (d) Which residuals are hidden

Still with \(L\) positive semidefinite and \(s>0\), show that for every \(r\)
\[ Pr=0 \iff Lr=0. \]

By (c), \((L+sI)(Pr)=Lr\). If \(Pr=0\), the left side is zero, hence \(Lr=0\). If \(Lr=0\), then \(Pr\) lies in the kernel of \(L+sI\) and vanishes by (b).

The identity is stated once as `h`, and each direction reads it from one side.

```lean
/-- For positive semidefinite `L` and `s > 0`, the preconditioner annihilates a residual
exactly when `L` does. -/
theorem kerker_mulVec_eq_zero_iff {L : Matrix n n ℝ} {s : ℝ} (hL : L.PosSemidef)
    (hs : 0 < s) (r : n → ℝ) : kerker L s *ᵥ r = 0 ↔ L *ᵥ r = 0 := by
  have h : (L + s • (1 : Matrix n n ℝ)) *ᵥ (kerker L s *ᵥ r) = L *ᵥ r := by
    rw [Matrix.mulVec_mulVec, shifted_mul_kerker hL hs]
  constructor
  · intro hr
    rw [← h, hr, Matrix.mulVec_zero]
  · intro hr
    exact shifted_kernel_trivial hL hs (h.trans hr)
```

## (e) The Laplacian of anything is neutral

Let \(L\) be symmetric with \(L\mathbf 1=0\). Show that for every vector \(u\)
\[ \sum_i (Lu)_i = 0. \]

The sum is an inner product with \(\mathbf 1\), and symmetry moves \(L\) to the other side:
\[ \sum_i (Lu)_i = \mathbf 1\cdot Lu = (L\mathbf 1)\cdot u = 0. \]
This is the grid version of the statement that the integral of a Laplacian over a periodic cell vanishes. The `calc` block follows the same chain, with the transpose written explicitly before `hL.eq` replaces it by `L`.

```lean
omit [DecidableEq n] in
/-- If a symmetric `L` annihilates the uniform vector, the components of `L u` sum to zero
for every `u`. -/
theorem sum_mulVec_eq_zero {L : Matrix n n ℝ} (hL : L.IsSymm)
    (h1 : L *ᵥ (1 : n → ℝ) = 0) (u : n → ℝ) : ∑ i, (L *ᵥ u) i = 0 := by
  calc ∑ i, (L *ᵥ u) i = (1 : n → ℝ) ⬝ᵥ (L *ᵥ u) := by simp [dotProduct]
    _ = 0 := by
      rw [Matrix.dotProduct_mulVec, ← Matrix.mulVec_transpose, hL.eq, h1, zero_dotProduct]
```

## (f) Neutrality and kernel together

Let \(L\) be positive semidefinite with \(L\mathbf 1=0\), and let \(s>0\). Show that every residual \(r\) satisfies
\[ \sum_i (Pr)_i=0 \qquad\text{and}\qquad \bigl(Pr=0 \iff Lr=0\bigr). \]

Put \(u=(L+sI)^{-1}r\). Then \(Pr=Lu\), and (e) gives the first claim. The second is (d). The residual itself need not be neutral: whatever total charge it carries is removed.

The Lean proof first extracts ordinary symmetry from `hL.isHermitian`, since complex conjugation does nothing to real entries. It then rewrites the preconditioned residual as `L` applied to a vector.

```lean
/-- Let `L` be positive semidefinite with `L 1 = 0`, and `s > 0`. Every preconditioned
residual carries zero total charge, and it vanishes exactly when `L r = 0`. -/
theorem kerker_neutral_and_kernel {L : Matrix n n ℝ} {s : ℝ} (hL : L.PosSemidef)
    (h1 : L *ᵥ (1 : n → ℝ) = 0) (hs : 0 < s) (r : n → ℝ) :
    ∑ i, (kerker L s *ᵥ r) i = 0 ∧ (kerker L s *ᵥ r = 0 ↔ L *ᵥ r = 0) := by
  refine ⟨?_, kerker_mulVec_eq_zero_iff hL hs r⟩
  have hsymm : L.IsSymm :=
    Matrix.IsSymm.ext fun i j => by simpa using hL.isHermitian.apply i j
  -- `P r` is `L` applied to the screened residual
  rw [kerker, ← Matrix.mulVec_mulVec]
  exact sum_mulVec_eq_zero hsymm h1 _
```

## (g) Many mixing steps

Under the assumptions of (f), let \(x^{(m)}\) be the density after \(m\) mixing steps from \(x^{(0)}=x\). Show that for every real \(a\) and every residual map \(R\)
\[ \sum_i x^{(m)}_i = \sum_i x_i. \]

For one step from a density \(y\), part (f) gives
\[ \sum_i\bigl(y+a\,P\,R(y)\bigr)_i = \sum_i y_i + a\sum_i \bigl(P\,R(y)\bigr)_i = \sum_i y_i. \]
For \(m=0\) nothing has changed, and each further step preserves the sum, so the claim follows by induction.

In Lean, `(kerkerStep L s a R)^[m]` is the \(m\)-fold iterate, and `hstep` is the one-step identity. If a self-consistent calculation on a uniform finite grid uses this simple mixing with such an \(L\), and starts from a density with the right number of electrons, that number therefore needs no correction after a step, apart from rounding. The theorem does not say that the iteration converges or that the density stays non-negative.

```lean
/-- For positive semidefinite `L` with `L 1 = 0` and `s > 0`, any number of Kerker mixing
steps conserves the total charge, whatever the residual map. -/
theorem kerker_mixing_conserves_charge {L : Matrix n n ℝ} {s : ℝ} (hL : L.PosSemidef)
    (h1 : L *ᵥ (1 : n → ℝ) = 0) (hs : 0 < s) (a : ℝ) (R : (n → ℝ) → (n → ℝ))
    (x : n → ℝ) (m : ℕ) :
    ∑ i, ((kerkerStep L s a R)^[m] x) i = ∑ i, x i := by
  have hstep : ∀ y : n → ℝ, ∑ i, kerkerStep L s a R y i = ∑ i, y i := by
    intro y
    have h := (kerker_neutral_and_kernel hL h1 hs (R y)).1
    simp only [kerkerStep, Pi.add_apply, Pi.smul_apply, smul_eq_mul,
      Finset.sum_add_distrib, ← Finset.mul_sum, h, mul_zero, add_zero]
  induction m with
  | zero => rfl
  | succ m ih => rw [Function.iterate_succ_apply', hstep, ih]
```

## (h) The damping of a single mode

Let \(L\) be positive semidefinite and \(s>0\), and suppose \(Lv=k^2v\) for a real number \(k\). Show that
\[ Pv=\frac{k^2}{k^2+s}\,v. \]

Apply \(L+sI\) to both sides. On the left, (c) gives \(Lv=k^2v\). On the right,
\[ (L+sI)\,\frac{k^2}{k^2+s}\,v = \frac{k^2}{k^2+s}\,(k^2+s)\,v = k^2v. \]
The difference of the two sides is in the kernel of \(L+sI\), so it is zero by (b). The Lean proof forms this difference with `sub_eq_zero` and checks its image in the same way.

Modes with \(k^2\ll s\) are strongly damped, and modes with \(k^2\gg s\) pass almost unchanged. Here \(k^2\) simply names the eigenvalue of \(L\); on a finite-difference grid it agrees with the squared wavevector only approximately, at long wavelength.

```lean
/-- For positive semidefinite `L` and `s > 0`, a mode with `L v = k² v` is multiplied by the
Kerker factor `k² / (k² + s)`. -/
theorem kerker_mode {L : Matrix n n ℝ} {s : ℝ} (hL : L.PosSemidef) (hs : 0 < s)
    {k : ℝ} {v : n → ℝ} (hv : L *ᵥ v = k ^ 2 • v) :
    kerker L s *ᵥ v = (k ^ 2 / (k ^ 2 + s)) • v := by
  have hk : k ^ 2 + s ≠ 0 := by positivity
  -- both sides have the same image under the injective operator `L + s`
  refine sub_eq_zero.mp (shifted_kernel_trivial hL hs ?_)
  rw [Matrix.mulVec_sub, Matrix.mulVec_mulVec, shifted_mul_kerker hL hs,
    Matrix.mulVec_smul, shifted_mulVec, hv, ← add_smul, smul_smul,
    div_mul_cancel₀ _ hk, sub_self]
```

## (i) Stationary densities

Let \(L\) be positive semidefinite, \(s>0\) and \(a\neq0\). Suppose that \(L\) annihilates only uniform vectors, and that the residual at \(x\) is neutral, \(\sum_i R(x)_i=0\). Show that
\[ x+a\,P\,R(x)=x \iff R(x)=0. \]

Subtract \(x\) and divide by \(a\): the left side says \(P\,R(x)=0\), which by (d) means \(L\,R(x)=0\). If this holds, \(R(x)\) is uniform, with some value \(c\) at every point. On a grid of \(N\ge1\) points, neutrality gives \(Nc=0\), so \(c=0\) and \(R(x)=0\). On an empty grid there is nothing to show. Conversely, \(R(x)=0\) gives \(L\,R(x)=0\) at once.

Both added hypotheses have a physical meaning. When \(L\mathbf 1=0\), `hker` rules out a grid made of two uncoupled pieces, where a residual that moves charge uniformly from one piece to the other would be invisible to \(L\). `hR` says that the output density has as many electrons as the input. With \(L\mathbf 1=0\), a non-zero uniform residual would otherwise leave the density stationary without being a solution.

In this finite model a vanishing step thus means self-consistency, but a small step does not mean a small residual. By (h), a residual in a mode with small \(k\) moves the density very little, so convergence is better judged by \(R(x)\) than by the change in \(x\).

```lean
/-- Let `L` be positive semidefinite and annihilate only uniform vectors, with `s > 0` and
`a ≠ 0`. A density whose residual has zero total charge is stationary under Kerker mixing
exactly when its residual vanishes. -/
theorem kerker_fixed_point_iff {L : Matrix n n ℝ} {s a : ℝ} (hL : L.PosSemidef)
    (hker : ∀ v : n → ℝ, L *ᵥ v = 0 → ∃ c : ℝ, v = fun _ => c) (hs : 0 < s) (ha : a ≠ 0)
    (R : (n → ℝ) → (n → ℝ)) (x : n → ℝ) (hR : ∑ i, R x i = 0) :
    kerkerStep L s a R x = x ↔ R x = 0 := by
  rw [kerkerStep, add_eq_left, smul_eq_zero, or_iff_right ha,
    kerker_mulVec_eq_zero_iff hL hs]
  constructor
  · intro h
    obtain ⟨c, hc⟩ := hker _ h
    funext i
    have : Nonempty n := ⟨i⟩
    -- a uniform vector of zero total charge is zero
    rw [hc] at hR
    simp only [Finset.sum_const, nsmul_eq_mul, Finset.card_univ] at hR
    rcases mul_eq_zero.mp hR with h0 | h0
    · exact absurd h0 (Nat.cast_ne_zero.mpr Fintype.card_ne_zero)
    · rw [hc]
      exact h0
  · intro h
    rw [h, Matrix.mulVec_zero]
```

## (j) Two coupled sites

Number two sites 0 and 1, and take
\[ L=\begin{pmatrix}1&-1\\-1&1\end{pmatrix}. \]
Show that this matrix meets every condition placed on \(L\) above:
\[ v\cdot Lv\ge0,\qquad L\mathbf 1=0,\qquad Lv=0\Rightarrow v_0=v_1. \]

```lean
/-- The negative Laplacian of two coupled sites. -/
def twoSite : Matrix (Fin 2) (Fin 2) ℝ := !![1, -1; -1, 1]
```

The matrix is symmetric, and it factors as
\[ L=D^{\mathsf T}D,\qquad D=\begin{pmatrix}1&-1\\0&0\end{pmatrix}, \]
so \(v\cdot Lv=|Dv|^2=(v_0-v_1)^2\ge0\). Each row of \(L\) sums to zero, hence \(L\mathbf 1=0\). The first component of \(Lv=0\) reads \(v_0-v_1=0\), so \(v\) is uniform.

Lean checks the factorisation entry by entry and then uses the general fact that a matrix of the form \(D^{\mathsf T}D\) is positive semidefinite. For the last condition it offers `v 0` as the uniform value.

```lean
/-- The two-site negative Laplacian is positive semidefinite, annihilates the uniform vector, and
annihilates only uniform vectors. -/
theorem twoSite_witness :
    twoSite.PosSemidef ∧ twoSite *ᵥ (1 : Fin 2 → ℝ) = 0 ∧
      ∀ v : Fin 2 → ℝ, twoSite *ᵥ v = 0 → ∃ c : ℝ, v = fun _ => c := by
  refine ⟨?_, ?_, ?_⟩
  · -- the matrix has the form `Dᴴ * D` with `D` a difference operator
    have h : twoSite = (!![1, -1; 0, 0] : Matrix (Fin 2) (Fin 2) ℝ)ᴴ * !![1, -1; 0, 0] := by
      ext i j
      fin_cases i <;> fin_cases j <;> simp [twoSite, Matrix.mul_apply, Fin.sum_univ_succ]
    rw [h]
    exact Matrix.posSemidef_conjTranspose_mul_self _
  · ext i
    fin_cases i <;> simp [twoSite, Matrix.mulVec, dotProduct, Fin.sum_univ_succ]
  · intro v hv
    have h0 : v 0 - v 1 = 0 := by
      have h := congrFun hv 0
      simp [twoSite, Matrix.mulVec, dotProduct, Fin.sum_univ_succ] at h
      linarith
    refine ⟨v 0, ?_⟩
    ext i
    fin_cases i
    · rfl
    · show v 1 = v 0
      linarith

end

end KerkerPreconditioner
```

```lean
#print axioms KerkerPreconditioner.kerker_mixing_conserves_charge
#print axioms KerkerPreconditioner.kerker_mode
#print axioms KerkerPreconditioner.kerker_fixed_point_iff
```

```
'KerkerPreconditioner.kerker_mixing_conserves_charge' depends on axioms: [propext, Classical.choice, Quot.sound]
'KerkerPreconditioner.kerker_mode' depends on axioms: [propext, Classical.choice, Quot.sound]
'KerkerPreconditioner.kerker_fixed_point_iff' depends on axioms: [propext, Classical.choice, Quot.sound]
```

## The total of a screened Poisson solution

The argument of (e) also settles a neighbouring question, argued here in ordinary mathematics only. Let \(L\) be as in (f), \(s>0\), and let \(u\) solve \((L+sI)u=r\). Summing the components removes the term \(Lu\) and leaves
\[ s\sum_i u_i=\sum_i r_i. \]
The total of the screened solution is thus fixed by the total of its source, however the source is distributed over the grid.
